# The sum of a real function over a finite periodic chain is unchanged by a one-site shift

The lemma concerns a real-valued function `g` on a periodic chain of N sites, with N finite and nonzero, the sites being labelled by the integers modulo N. It states that the sum of `g(i + 1)` over all sites equals the sum of `g(i)`, and that the same holds for `g(i - 1)`. Nothing else is assumed of `g`. The attempt treats each shift as a bijection of the sites onto themselves, and appeals to the fact that reindexing a sum by a bijection leaves it unchanged.

This version doesn't compile in Lean 4 with Mathlib:

```lean
import Mathlib

open Finset

namespace LaterallyAveragedPoisson

noncomputable section

variable {N M : ℕ}

variable [NeZero N] [NeZero M]

omit [NeZero M] in
/-- A sum over a periodic direction is unchanged by a shift of one site either way. -/
theorem sum_periodic_shift (g : ZMod N → ℝ) :
    ∑ i, g (i + 1) = ∑ i, g i ∧ ∑ i, g (i - 1) = ∑ i, g i :=
  ⟨(Equiv.addRight (1 : ZMod N)).sum_comp g, (Equiv.subRight (1 : ZMod N)).sum_comp g⟩

end

end LaterallyAveragedPoisson
```

Compiling this gives:

```
Main.lean:17:42: error: Application type mismatch: The argument
  g
has type
  ZMod N → ℝ
but is expected to have type
  Finset (ZMod N)
in the application
  Equiv.Perm.sum_comp (Equiv.addRight 1) g
```

This version goes through:

```diff
@@ -15,5 +15,6 @@
 theorem sum_periodic_shift (g : ZMod N → ℝ) :
     ∑ i, g (i + 1) = ∑ i, g i ∧ ∑ i, g (i - 1) = ∑ i, g i :=
-  ⟨(Equiv.addRight (1 : ZMod N)).sum_comp g, (Equiv.subRight (1 : ZMod N)).sum_comp g⟩
+  ⟨Equiv.sum_comp (Equiv.addRight (1 : ZMod N)) g,
+    Equiv.sum_comp (Equiv.subRight (1 : ZMod N)) g⟩
 
 end
```

Cause. The message says that `g` was passed where a `Finset (ZMod N)` was expected, in an application of `Equiv.Perm.sum_comp`. That is not the lemma the proof needs. `Equiv.addRight 1` has type `Equiv.Perm (ZMod N)`, a bijection from the sites to themselves, and dot notation looks first in the namespace of that type. So `.sum_comp` was read as `Equiv.Perm.sum_comp`, which deals with sums over a given finite set and takes that set as its next argument, before the function.

The repair writes `Equiv.sum_comp` in full. This lemma concerns sums over a whole finite type and takes just the bijection and the function, so `g` now stands in the right place.

The message concerns only the first half of the pair. Writing the second half in the same form, and breaking the line, is mere tidying.
